# Off-diagonal hopping never raises the constrained-search functional when the density is diagonal in a finite configuration basis

Let ι be a finite set of m configurations that label an orthonormal basis, so that a state is a coefficient vector ψ in ℂ^m. For many electrons, a configuration can be an occupation pattern, with the fermionic signs carried by the matrix elements of H. The index set κ labels the density observables.

```lean
import Mathlib

open Matrix

namespace HoppingLowersConstrainedSearch

noncomputable section

variable {ι κ : Type*} [Fintype ι] [DecidableEq ι]
```

The energy of a matrix H in the state ψ is

E_H(ψ) = Re ⟨ψ|H|ψ⟩.

Taking the real part makes the energy a real number for any complex matrix; Hermitian H is the physical case.

```lean
/-- Real part of the expectation value of `H` in the state with coefficients `ψ`. -/
def energy (H : Matrix ι ι ℂ) (ψ : ι → ℂ) : ℝ := (star ψ ⬝ᵥ H *ᵥ ψ).re
```

Each observable n_i is diagonal in the configuration basis, with real entries n_i(x). Its expectation value is

ρ_i = ∑_x n_i(x) |ψ_x|².

```lean
/-- Expectation values of the diagonal observables with real diagonal entries `n i`. -/
def density (n : κ → ι → ℝ) (ψ : ι → ℂ) : κ → ℝ := fun i => ∑ x, n i x * ‖ψ x‖ ^ 2
```

The admissible states for a density ρ are the normalised ψ that produce it.

```lean
/-- The normalised states with density `ρ`. -/
def states (n : κ → ι → ℝ) (ρ : κ → ℝ) : Set (ι → ℂ) :=
  {ψ | ∑ x, ‖ψ x‖ ^ 2 = 1 ∧ density n ψ = ρ}
```

A pure-state density is one with at least one admissible state. The type `PureDensity n` carries this condition, so the search below is never over an empty set.

```lean
/-- The pure-state densities: those that come from at least one normalised state. -/
abbrev PureDensity (n : κ → ι → ℝ) := {ρ : κ → ℝ // (states n ρ).Nonempty}
```

The Levy–Lieb functional is the constrained search over pure states, with H the kinetic energy plus the interaction. An external potential that is a linear combination of the n_i may be included in H, since it only adds a term fixed by ρ:

F_LL(H, ρ) = inf { E_H(ψ) : ψ normalised with density ρ }.

```lean
/-- The constrained search: the infimum of the energy over normalised states of density `ρ`. -/
def FLL {n : κ → ι → ℝ} (H : Matrix ι ι ℂ) (ρ : PureDensity n) : ℝ :=
  sInf (energy H '' states n ρ.1)
```

The diagonal part D keeps the entries H_xx and drops the rest. "Hopping" therefore means everything off-diagonal in the chosen configuration basis, including any off-diagonal interaction.

```lean
/-- The diagonal part of `H`, with all hopping removed. -/
def diagPart (H : Matrix ι ι ℂ) : Matrix ι ι ℂ := Matrix.diagonal fun x => H x x
```

A sign pattern s assigns s_x = ±1 to each configuration and acts by (sψ)_x = s_x ψ_x. In Lean the signs are the invertible integers `ℤˣ`.

```lean
/-- The state `ψ` with its coefficients multiplied by the signs `s`. -/
def signed (s : ι → ℤˣ) (ψ : ι → ℂ) : ι → ℂ := fun x => ((s x : ℤ) : ℂ) * ψ x
```

For a real hopping strength l, set H_l = D + l(H − D), so that H_0 = D and H_1 = H.

```lean
/-- The Hamiltonian `H` with its off-diagonal part multiplied by `l`. -/
def scaleHopping (H : Matrix ι ι ℂ) (l : ℝ) : Matrix ι ι ℂ :=
  diagPart H + (l : ℂ) • (H - diagPart H)
```

## Energies and the infimum

Written out in configurations, the energy is

E_H(ψ) = ∑_x ∑_y Re(ψ_x* H_xy ψ_y).

```lean
omit [DecidableEq ι] in
/-- The energy as a double sum over configurations. -/
lemma energy_eq_sum (H : Matrix ι ι ℂ) (ψ : ι → ℂ) :
    energy H ψ = ∑ x, ∑ y, (star (ψ x) * H x y * ψ y).re := by
  simp only [energy, dotProduct, Matrix.mulVec, Finset.mul_sum, Complex.re_sum,
    Pi.star_apply, mul_assoc]
```

If H is Hermitian, conjugating ⟨ψ|H|ψ⟩ and exchanging the summation indices returns the same number. The expectation value is then real and nothing is lost by taking the real part.

```lean
omit [DecidableEq ι] in
/-- For Hermitian `H` the energy is the full expectation value. -/
theorem energy_of_isHermitian {H : Matrix ι ι ℂ} (hH : H.IsHermitian) (ψ : ι → ℂ) :
    (energy H ψ : ℂ) = star ψ ⬝ᵥ H *ᵥ ψ := by
  have h : star (star ψ ⬝ᵥ H *ᵥ ψ) = star ψ ⬝ᵥ H *ᵥ ψ := by
    simp only [dotProduct, Matrix.mulVec, Finset.mul_sum, star_sum, star_mul',
      Pi.star_apply, star_star]
    rw [Finset.sum_comm]
    refine Finset.sum_congr rfl fun a _ => Finset.sum_congr rfl fun b _ => ?_
    rw [hH.apply a b]
    ring
  exact Complex.conj_eq_iff_re.mp h
```

Normalisation and density involve only the moduli |ψ_x|. If |χ_x| = |ψ_x| for all x and ψ is admissible, then χ is admissible too.

```lean
omit [DecidableEq ι] in
/-- Changing only the phases of the coefficients keeps norm and density. -/
lemma mem_states_of_norm_eq {n : κ → ι → ℝ} {ρ : κ → ℝ} {ψ χ : ι → ℂ}
    (h : ∀ x, ‖χ x‖ = ‖ψ x‖) (hψ : ψ ∈ states n ρ) : χ ∈ states n ρ := by
  have h1 : ∑ x, ‖χ x‖ ^ 2 = 1 := by
    simp only [h]
    exact hψ.1
  have h2 : density n χ = density n ψ := by
    funext i
    simp only [density, h]
  exact ⟨h1, h2.trans hψ.2⟩
```

Normalisation gives |ψ_x| ≤ 1, hence

E_H(ψ) ≥ −∑_x ∑_y |H_xy|.

The admissible energies are bounded below and non-empty, so F_LL is their greatest lower bound. The later proofs use both halves of this: F_LL lies below every admissible energy, and any other lower bound lies below F_LL.

```lean
omit [DecidableEq ι] in
/-- The constrained search is the greatest lower bound of the admissible energies. -/
theorem isGLB_FLL {n : κ → ι → ℝ} (H : Matrix ι ι ℂ) (ρ : PureDensity n) :
    IsGLB (energy H '' states n ρ.1) (FLL H ρ) := by
  refine isGLB_csInf (ρ.2.image _) ⟨∑ x, ∑ y, -‖H x y‖, ?_⟩
  rintro _ ⟨ψ, hψ, rfl⟩
  have h1 : ∀ x, ‖ψ x‖ ≤ 1 := fun x => by
    have h := Finset.single_le_sum (f := fun x => ‖ψ x‖ ^ 2)
      (fun _ _ => by positivity) (Finset.mem_univ x)
    have h' : ‖ψ x‖ ^ 2 ≤ 1 := h.trans hψ.1.le
    nlinarith [norm_nonneg (ψ x)]
  rw [energy_eq_sum]
  refine Finset.sum_le_sum fun x _ => Finset.sum_le_sum fun y _ => ?_
  have hx := h1 x
  have hy := h1 y
  have hb : ‖star (ψ x) * H x y * ψ y‖ ≤ ‖H x y‖ := by
    rw [norm_mul, norm_mul, norm_star]
    calc ‖ψ x‖ * ‖H x y‖ * ‖ψ y‖ ≤ 1 * ‖H x y‖ * 1 := by gcongr
      _ = ‖H x y‖ := by ring
  linarith [(abs_le.mp (Complex.abs_re_le_norm (star (ψ x) * H x y * ψ y))).1]
```

## Averaging over signs

Take x ≠ y and sum s_x s_y over all 2^m patterns. Flipping the sign at x permutes the patterns and reverses each product, so the sum equals its own negative:

∑_s s_x s_y = 0 for x ≠ y.

In the proof, `Equiv.sum_comp` expresses the invariance of the sum under this permutation.

```lean
/-- The product of the signs of two different configurations averages to zero. -/
lemma sum_signs {x y : ι} (hxy : x ≠ y) :
    ∑ s : ι → ℤˣ, ((s x : ℤ) : ℝ) * ((s y : ℤ) : ℝ) = 0 := by
  let f : (ι → ℤˣ) → ℝ := fun s => ((s x : ℤ) : ℝ) * ((s y : ℤ) : ℝ)
  let g : ι → ℤˣ := Function.update 1 x (-1)
  -- flipping the sign at `x` permutes the patterns and reverses the product
  have h := Equiv.sum_comp (Equiv.mulRight g) f
  have h2 : ∀ s, f (Equiv.mulRight g s) = -f s := fun s => by
    simp [f, g, Function.update_of_ne hxy.symm]
  have h3 : ∑ s, f (Equiv.mulRight g s) = -∑ s, f s := by
    rw [← Finset.sum_neg_distrib]
    exact Finset.sum_congr rfl fun s _ => h2 s
  have h4 : ∑ s, f s = 0 := by linarith
  exact h4
```

Each term of E_H(sψ) carries the factor s_x s_y. On the diagonal this factor is 1; off the diagonal it sums to zero. Therefore

∑_s E_H(sψ) = 2^m E_D(ψ).

The proof exchanges the sums, pulls out the signs in `key`, and treats x = y and x ≠ y separately.

```lean
/-- Summed over all sign patterns, the energy of `H` is the number of patterns times the
energy of the diagonal part. -/
theorem sum_energy_signed (H : Matrix ι ι ℂ) (ψ : ι → ℂ) :
    ∑ s : ι → ℤˣ, energy H (signed s ψ)
      = (Fintype.card (ι → ℤˣ) : ℝ) * energy (diagPart H) ψ := by
  simp only [energy_eq_sum]
  rw [Finset.sum_comm, Finset.mul_sum]
  refine Finset.sum_congr rfl fun x _ => ?_
  rw [Finset.sum_comm, Finset.mul_sum]
  refine Finset.sum_congr rfl fun y _ => ?_
  have key : ∀ s : ι → ℤˣ, (star (signed s ψ x) * H x y * signed s ψ y).re
      = ((s x : ℤ) : ℝ) * ((s y : ℤ) : ℝ) * (star (ψ x) * H x y * ψ y).re := fun s => by
    rw [← Complex.re_ofReal_mul]
    congr 1
    simp [signed]
    ring
  simp only [key]
  rw [← Finset.sum_mul]
  by_cases hxy : x = y
  · subst hxy
    have h1 : ∀ s : ι → ℤˣ, ((s x : ℤ) : ℝ) * ((s x : ℤ) : ℝ) = 1 := fun s => by
      rcases Int.units_eq_one_or (s x) with h | h <;> simp [h]
    simp only [h1, Finset.sum_const, Finset.card_univ, nsmul_eq_mul, mul_one, diagPart,
      Matrix.diagonal_apply_eq]
  · rw [sum_signs hxy]
    simp [diagPart, Matrix.diagonal_apply_ne _ hxy]
```

Let ψ be admissible. Every sψ is admissible, so F_LL(H, ρ) ≤ E_H(sψ) for each s. Summing over s gives

2^m F_LL(H, ρ) ≤ 2^m E_D(ψ).

Dividing by 2^m and taking the infimum over ψ yields

F_LL(H, ρ) ≤ F_LL(D, ρ).

The theorem holds for every complex matrix H and every pure-state density. For a lattice model with a finite configuration basis and an interaction that is diagonal in it, the theorem bounds the pure-state functional from above by the one with the hopping switched off.

```lean
/-- Hopping never raises the constrained search: `F_LL(H, ρ) ≤ F_LL(D, ρ)` for every
pure-state density `ρ`, with `D` the diagonal part of `H`. -/
theorem FLL_le_FLL_diagPart {n : κ → ι → ℝ} (H : Matrix ι ι ℂ) (ρ : PureDensity n) :
    FLL H ρ ≤ FLL (diagPart H) ρ := by
  refine (isGLB_FLL (diagPart H) ρ).2 ?_
  rintro _ ⟨ψ, hψ, rfl⟩
  -- every signed state is admissible, so the bound holds for the average
  have hs : ∀ s : ι → ℤˣ, FLL H ρ ≤ energy H (signed s ψ) := fun s =>
    (isGLB_FLL H ρ).1 ⟨_, mem_states_of_norm_eq (fun x => by
      rcases Int.units_eq_one_or (s x) with h | h <;> simp [signed, h]) hψ, rfl⟩
  have h := Finset.sum_le_sum fun s (_ : s ∈ Finset.univ) => hs s
  rw [sum_energy_signed, Finset.sum_const, Finset.card_univ, nsmul_eq_mul] at h
  exact le_of_mul_le_mul_left h (Nat.cast_pos.mpr Fintype.card_pos)
```

## Stronger hopping

The energy is affine in the hopping strength:

E_{H_l}(ψ) = (1 − l) E_D(ψ) + l E_H(ψ).

```lean
/-- The energy is affine in the hopping strength. -/
lemma energy_scaleHopping (H : Matrix ι ι ℂ) (l : ℝ) (ψ : ι → ℂ) :
    energy (scaleHopping H l) ψ = (1 - l) * energy (diagPart H) ψ + l * energy H ψ := by
  simp only [energy_eq_sum, Finset.mul_sum, ← Finset.sum_add_distrib]
  refine Finset.sum_congr rfl fun x _ => Finset.sum_congr rfl fun y _ => ?_
  rw [← Complex.re_ofReal_mul, ← Complex.re_ofReal_mul, ← Complex.add_re]
  congr 1
  simp only [scaleHopping, Matrix.add_apply, Matrix.smul_apply, Matrix.sub_apply, smul_eq_mul]
  push_cast
  ring
```

Let 0 ≤ l < k; the case l = k is immediate. The affine formula gives

k E_{H_l}(ψ) = (k − l) E_D(ψ) + l E_{H_k}(ψ).

Both energies on the right are at least F_LL(H_k, ρ): the first by the previous theorem, since H_k also has diagonal part D, and the second because ψ is admissible. The weights k − l and l are non-negative and add up to k, so E_{H_l}(ψ) ≥ F_LL(H_k, ρ). Taking the infimum over ψ gives

F_LL(H_k, ρ) ≤ F_LL(H_l, ρ).

```lean
/-- Strengthening the hopping from `l ≥ 0` to `k ≥ l` never raises the constrained search. -/
theorem FLL_scaleHopping_antitone {n : κ → ι → ℝ} (H : Matrix ι ι ℂ) (ρ : PureDensity n)
    {l k : ℝ} (hl : 0 ≤ l) (hlk : l ≤ k) :
    FLL (scaleHopping H k) ρ ≤ FLL (scaleHopping H l) ρ := by
  rcases hlk.eq_or_lt with rfl | hlt
  · exact le_rfl
  have hD : diagPart (scaleHopping H k) = diagPart H := by
    ext x y
    by_cases h : x = y
    · subst h
      simp [diagPart, scaleHopping]
    · simp [diagPart, h]
  refine (isGLB_FLL (scaleHopping H l) ρ).2 ?_
  rintro _ ⟨ψ, hψ, rfl⟩
  have h1 : FLL (scaleHopping H k) ρ ≤ energy (diagPart H) ψ := by
    have h := FLL_le_FLL_diagPart (scaleHopping H k) ρ
    rw [hD] at h
    exact h.trans ((isGLB_FLL (diagPart H) ρ).1 ⟨ψ, hψ, rfl⟩)
  have h2 : FLL (scaleHopping H k) ρ ≤ energy (scaleHopping H k) ψ :=
    (isGLB_FLL (scaleHopping H k) ρ).1 ⟨ψ, hψ, rfl⟩
  -- strength `l` is a mixture of strengths `0` and `k`
  have h3 : k * energy (scaleHopping H l) ψ
      = (k - l) * energy (diagPart H) ψ + l * energy (scaleHopping H k) ψ := by
    rw [energy_scaleHopping, energy_scaleHopping]
    ring
  have h4 := mul_le_mul_of_nonneg_left h1 (sub_nonneg.mpr hlk)
  have h5 := mul_le_mul_of_nonneg_left h2 hl
  refine le_of_mul_le_mul_left (a := k) ?_ (hl.trans_lt hlt)
  linarith
```

## One particle on two sites

The smallest lattice with hopping has two sites, 0 and 1, with on-site energies a and b and real hopping amplitude t. The off-diagonal matrix element is −t.

```lean
/-- One particle on two sites with on-site energies `a`, `b` and hopping amplitude `t`. -/
def dimer (a b t : ℝ) : Matrix (Fin 2) (Fin 2) ℂ := !![(a : ℂ), -(t : ℂ); -(t : ℂ), (b : ℂ)]
```

With one particle, configurations and sites coincide, and the observables are the two site occupations, ρ_0 = |ψ_0|² and ρ_1 = |ψ_1|².

```lean
/-- The site occupations of one particle on two sites. -/
def siteOcc : Fin 2 → Fin 2 → ℝ := fun i x => if i = x then 1 else 0
```

The energy of an admissible state is

E(ψ) = a ρ_0 + b ρ_1 − 2t Re(ψ_0* ψ_1).

Since |Re(ψ_0* ψ_1)| ≤ |ψ_0||ψ_1| = √(ρ_0 ρ_1), the energy is at least

a ρ_0 + b ρ_1 − 2|t| √(ρ_0 ρ_1).

The real state (√ρ_0, c√ρ_1), with c = ±1 chosen so that tc = |t|, attains this value. The proof builds it as `χ` from the moduli of any admissible state and shows that the bound is a least element of the set of energies, hence its infimum.

```lean
/-- The dimer functional is `a ρ₀ + b ρ₁ - 2 |t| √(ρ₀ ρ₁)`. -/
theorem FLL_dimer (a b t : ℝ) (ρ : PureDensity siteOcc) :
    FLL (dimer a b t) ρ
      = a * ρ.1 0 + b * ρ.1 1 - 2 * |t| * √(ρ.1 0 * ρ.1 1) := by
  have hd : ∀ ψ ∈ states siteOcc ρ.1, ∀ i, ‖ψ i‖ ^ 2 = ρ.1 i := fun ψ hψ i => by
    have h := congrFun hψ.2 i
    simpa [density, siteOcc] using h
  have hr : ∀ ψ ∈ states siteOcc ρ.1, √(ρ.1 0 * ρ.1 1) = ‖ψ 0‖ * ‖ψ 1‖ := fun ψ hψ => by
    rw [← hd ψ hψ 0, ← hd ψ hψ 1, ← mul_pow, Real.sqrt_sq (by positivity)]
  have he : ∀ ψ ∈ states siteOcc ρ.1, energy (dimer a b t) ψ
      = a * ρ.1 0 + b * ρ.1 1 - 2 * t * (star (ψ 0) * ψ 1).re := fun ψ hψ => by
    rw [← hd ψ hψ 0, ← hd ψ hψ 1, energy_eq_sum]
    simp [dimer, Fin.sum_univ_two, Complex.sq_norm, Complex.normSq_apply]
    ring
  refine (isGLB_FLL _ ρ).unique (IsLeast.isGLB ⟨?_, ?_⟩)
  · -- a real state whose relative sign follows that of `t` attains the value
    obtain ⟨φ, hφ⟩ := ρ.2
    obtain ⟨c, hc, htc⟩ : ∃ c : ℝ, |c| = 1 ∧ t * c = |t| := by
      rcases le_total 0 t with h | h
      · exact ⟨1, by simp, by rw [abs_of_nonneg h, mul_one]⟩
      · exact ⟨-1, by simp, by rw [abs_of_nonpos h]; ring⟩
    let χ : Fin 2 → ℂ := ![((‖φ 0‖ : ℝ) : ℂ), ((c * ‖φ 1‖ : ℝ) : ℂ)]
    have hχ : χ ∈ states siteOcc ρ.1 := by
      refine mem_states_of_norm_eq (fun x => ?_) hφ
      fin_cases x <;> simp [χ, hc]
    refine ⟨χ, hχ, ?_⟩
    have hre : (star (χ 0) * χ 1).re = ‖φ 0‖ * (c * ‖φ 1‖) := by simp [χ]
    rw [he χ hχ, hr φ hφ, hre]
    linear_combination (-2 * ‖φ 0‖ * ‖φ 1‖) * htc
  · -- the interference term is bounded by the product of the moduli
    rintro _ ⟨ψ, hψ, rfl⟩
    rw [he ψ hψ, hr ψ hψ]
    have h1 : |(star (ψ 0) * ψ 1).re| ≤ ‖ψ 0‖ * ‖ψ 1‖ := by
      have h := Complex.abs_re_le_norm (star (ψ 0) * ψ 1)
      rwa [norm_mul, norm_star] at h
    have h2 := le_abs_self (t * (star (ψ 0) * ψ 1).re)
    rw [abs_mul] at h2
    have h3 := mul_le_mul_of_nonneg_left h1 (abs_nonneg t)
    linarith
```

Setting t = 0 leaves a ρ_0 + b ρ_1, the functional of the diagonal part. The gain from hopping is thus 2|t| √(ρ_0 ρ_1), which is strictly positive when t ≠ 0 and both sites are occupied. As either occupation tends to zero the gain vanishes, and with the particle entirely on one site the two functionals agree.

```lean
/-- In the dimer with nonzero hopping and both sites occupied, hopping strictly lowers the
constrained search. -/
theorem FLL_dimer_lt {a b t : ℝ} (ht : t ≠ 0) (ρ : PureDensity siteOcc)
    (h0 : 0 < ρ.1 0) (h1 : 0 < ρ.1 1) :
    FLL (dimer a b t) ρ < FLL (diagPart (dimer a b t)) ρ := by
  have hD : diagPart (dimer a b t) = dimer a b 0 := by
    ext i j
    fin_cases i <;> fin_cases j <;> simp [diagPart, dimer]
  rw [hD, FLL_dimer, FLL_dimer, abs_zero]
  have h := mul_pos (abs_pos.mpr ht) (Real.sqrt_pos.mpr (mul_pos h0 h1))
  linarith

end

end HoppingLowersConstrainedSearch
```

```lean
#print axioms HoppingLowersConstrainedSearch.energy_of_isHermitian
#print axioms HoppingLowersConstrainedSearch.FLL_scaleHopping_antitone
#print axioms HoppingLowersConstrainedSearch.FLL_dimer_lt
```

```
'HoppingLowersConstrainedSearch.energy_of_isHermitian' depends on axioms: [propext, Classical.choice, Quot.sound]
'HoppingLowersConstrainedSearch.FLL_scaleHopping_antitone' depends on axioms: [propext, Classical.choice, Quot.sound]
'HoppingLowersConstrainedSearch.FLL_dimer_lt' depends on axioms: [propext, Classical.choice, Quot.sound]
```
